# For l ≥ 1 and V′ = F/r², the radial spin-orbit integral of V′/r is the integral of F with weight r^(2l−1) w(r)

The theorem `spinOrbit_eq_moment` concerns the radial spin-orbit integral of V′(r)/r over [0, R], with R > 0, for an orbital whose radial probability density is r^(2l+2) w(r). It says that if V has derivative F(r)/r² at every point of (0, R), then for l = k + 1 this integral equals the integral of F(r) r^(2l−1) w(r) over the same interval. The function w is an arbitrary real function and the density is not assumed normalised, so an expectation value of V′/r would need a further division by the integral of the density. The attempt turns both sides into integrals over the open interval, where the hypothesis on V holds and r is not zero, and then shows that the integrands agree at each point.

Lean 4 with Mathlib refuses this proof:

```lean
import Mathlib

open Set

namespace ScreenedSpinOrbit

noncomputable section

variable {ρ w : ℝ → ℝ} {R Z : ℝ}

/-- Integral of `f` over `[0, R]` with weight `r ^ n * w r`. -/
def moment (w : ℝ → ℝ) (R : ℝ) (f : ℝ → ℝ) (n : ℕ) : ℝ :=
  ∫ r in (0 : ℝ)..R, f r * (r ^ n * w r)

/-- Radial spin-orbit integral of `V' / r` for an orbital with radial probability density
`r ^ (2 l + 2) * w r`, where `l ≥ 1`. -/
def spinOrbit (V w : ℝ → ℝ) (R : ℝ) (l : ℕ) : ℝ :=
  ∫ r in (0 : ℝ)..R, deriv V r / r * (r ^ (2 * l + 2) * w r)

/-- If `V' = F / r ^ 2` on `(0, R)`, the spin-orbit integral for `l = k + 1` is the integral of
`F` with weight `r ^ (2 l - 1) * w r`. -/
theorem spinOrbit_eq_moment (hR : 0 < R) {V F : ℝ → ℝ}
    (hV : ∀ r ∈ Ioo 0 R, HasDerivAt V (F r / r ^ 2) r) (k : ℕ) :
    spinOrbit V w R (k + 1) = moment w R F (2 * k + 1) := by
  unfold spinOrbit moment
  rw [intervalIntegral.integral_of_le hR.le, intervalIntegral.integral_of_le hR.le,
    MeasureTheory.integral_Ioc_eq_integral_Ioo, MeasureTheory.integral_Ioc_eq_integral_Ioo]
  refine MeasureTheory.setIntegral_congr_fun measurableSet_Ioo fun r hr => ?_
  have hne : r ≠ 0 := hr.1.ne'
  have hp : r ^ (2 * (k + 1) + 2) = r ^ (2 * k + 1) * r ^ 3 := by ring
  have hc : F r / r ^ 2 / r * r ^ 3 = F r := by field_simp
  dsimp only
  rw [(hV r hr).deriv, hp]
  linear_combination (r ^ (2 * k + 1) * w r) * hc

end

end ScreenedSpinOrbit
```

Compiling this gives:

```
Main.lean:32:2: error: `dsimp` made no progress
```

Cause. The message concerns a step that had nothing to do. With no lemmas supplied, `dsimp only` can carry out only basic simplifications that hold by definition, such as replacing a function written with `fun` and applied to `r` by its value at `r`. Such a step is often put after a congruence lemma like `setIntegral_congr_fun`, in case the goal still has the two integrands in that applied form. Here the `refine` line had already left the goal as a plain equation between their values at `r`. `dsimp only` therefore found nothing to change, and Lean treats a `dsimp` that changes nothing as an error.

The repair deletes that line and alters nothing else. The `rw` that follows works on the goal as it stands, replacing `deriv V r` by `F r / r ^ 2` and splitting the power of `r` with `hp`. `linear_combination` then closes the goal using `hc`, which cancels the three powers of `r`.

Lean accepts the file once it reads:

```diff
@@ -30,5 +30,4 @@
   have hp : r ^ (2 * (k + 1) + 2) = r ^ (2 * k + 1) * r ^ 3 := by ring
   have hc : F r / r ^ 2 / r * r ^ 3 = F r := by field_simp
-  dsimp only
   rw [(hV r hr).deriv, hp]
   linear_combination (r ^ (2 * k + 1) * w r) * hc
```
